# Dielectric constants of a cell holding a step-profile slab with ε > 1: out-of-plane below in-plane, both tending to 1 as the vacuum grows

Let a slab of thickness $d>0$ and dielectric constant $\varepsilon>1$ lie in a cell of length $L>d$ along the slab normal, with vacuum in the rest of the cell. The in-plane and out-of-plane dielectric constants of the cell are

$$A = 1+\frac{(\varepsilon-1)d}{L},\qquad B=\frac{1}{1-(1-1/\varepsilon)\,d/L}.$$

They satisfy $1<B<A$ for every $L>d$, and both tend to 1 as $L\to\infty$.

## Fields in a slab with vacuum

Let $z$ be the coordinate along the normal, with the slab at $0\le z\le d$ and vacuum at $d<z\le L$. The permittivity is a step function $\varepsilon(z)$, equal to $\varepsilon$ in the slab and to 1 in the vacuum. The displacement $D$ and the electric field $E$ are related locally by $D(z)=\varepsilon(z)E(z)$, in units where the vacuum permittivity is 1. Each symbol stands for the component along the applied field.

A dielectric constant of the whole cell relates the averages of $D$ and $E$ over $0\le z\le L$, written $\langle D\rangle$ and $\langle E\rangle$. Electrostatics decides which of the two fields is uniform:

- For a static field parallel to the slab that varies only with $z$, zero curl makes $E$ uniform.
- For a field along the normal, the absence of free charge makes $D$ uniform.

The two cases correspond to capacitors in parallel and in series.

Global dielectric-dependent hybrid functionals set the fraction of exact exchange to the inverse of an electronic dielectric constant. If that constant is taken from a slab cell, then in this local step-profile model the fraction tends to 1 as vacuum is added, for every fixed finite $\varepsilon>1$.

## The statement in Lean's terms

The function `layered d a b` takes the value $a$ for $z\le d$ and $b$ above, so the permittivity profile is `layered d ε 1`. It is defined on the whole real line, but `cellAverage L f`, the integral of $f$ from 0 to $L$ divided by $L$, sees only the cell. The constants $A$ and $B$ are `inPlane ε d L` and `outOfPlane ε d L`, defined by the closed formulas above.

Two theorems connect these formulas to the fields. In `average_inPlane`, the hypothesis `hE` says that $E$ has the constant value $E_0$, and `hD` is the local relation between $D$ and $E$; the conclusion is $\langle D\rangle=A\langle E\rangle$. In `average_outOfPlane`, the hypothesis `hD₀` says that $D$ has the constant value $D_0$, and the conclusion is $\langle D\rangle=B\langle E\rangle$. The uniformity of the field or of the displacement is assumed in these theorems; the argument from Maxwell's equations is the one given above.

The main theorem, `slab_constants`, takes $\varepsilon>1$ and $d>0$. Its first part gives $1<B<A$ for all real $L>d$. Its other two parts are the limits, where `atTop` means that $L$ grows without bound while $\varepsilon$ and $d$ stay fixed. Two further theorems give the rate of approach: $L(A-1)$ equals $(\varepsilon-1)d$ for every $L\neq0$, and $L(B-1)$ tends to $(1-1/\varepsilon)d$.

The model has a sharp surface and a single $\varepsilon$ for both directions. It leaves out the gradual decay of the response at a real surface, the anisotropy of layered materials and the nonlocality of microscopic screening.

## Derivation

**Average of a step profile.** For a profile with value $a$ in the slab and $b$ in the vacuum, splitting the integral at $z=d$ gives

$$\frac1L\left(\int_0^d a\,dz+\int_d^L b\,dz\right)=\frac{ad+b(L-d)}{L}=b+(a-b)\frac dL .$$

Write $x=d/L$, so that $0<x<1$.

**In-plane.** With $E=E_0$ everywhere, $D$ is $\varepsilon E_0$ in the slab and $E_0$ in the vacuum. Hence $\langle E\rangle=E_0$ and

$$\langle D\rangle=E_0+(\varepsilon E_0-E_0)x=A\langle E\rangle .$$

**Out-of-plane.** With $D=D_0$ everywhere, $E$ is $D_0/\varepsilon$ in the slab and $D_0$ in the vacuum. Hence $\langle D\rangle=D_0$ and

$$\langle E\rangle=D_0+\left(\frac{D_0}{\varepsilon}-D_0\right)x=D_0\,q,\qquad q=1-\left(1-\frac1\varepsilon\right)x .$$

Since $q=(1-x)+x/\varepsilon$ is a sum of positive terms, it can be divided by. With $B=1/q$ this gives $\langle D\rangle=B\langle E\rangle$.

**Ordering.** For $\varepsilon>1$ the number subtracted from 1 in $q$ is positive, so $0<q<1$ and $B>1$. Because $q>0$, the inequality $B<A$ is equivalent to $1<Aq$. Expanding the product,

$$Aq=1+\left[(\varepsilon-1)-\left(1-\frac1\varepsilon\right)\right]x-(\varepsilon-1)\left(1-\frac1\varepsilon\right)x^2 .$$

The square bracket is $\varepsilon-2+1/\varepsilon$, which is also the value of $(\varepsilon-1)(1-1/\varepsilon)$. Therefore

$$Aq=1+(\varepsilon-1)\left(1-\frac1\varepsilon\right)x(1-x),$$

and all four factors in the last term are positive.

**Limits.** The term $(\varepsilon-1)d/L$ tends to 0, so $A\to1$. Since $1<B<A$ for $L>d$, $B$ is squeezed to 1 as well.

**Rate.** The definition of $A$ gives $L(A-1)=(\varepsilon-1)d$ directly. For the other direction, $Bq=1$ gives $B-1=B(1-q)$, so

$$L(B-1)=B\left(1-\frac1\varepsilon\right)d\;\longrightarrow\;\left(1-\frac1\varepsilon\right)d .$$

Both excesses over 1 thus decay as $1/L$, and the in-plane coefficient is larger by a factor $\varepsilon$.

## A slab with ε = 4

Take $\varepsilon=4$ and $d=1$ nm. In a cell of length $L=2$ nm,

$$A=1+\frac32=2.5,\qquad B=\frac1{1-\tfrac34\cdot\tfrac12}=\frac85=1.6 .$$

Doubling the cell to $L=4$ nm gives $A=1.75$ and $B=16/13\approx1.23$. The product $L(A-1)$ is 3 nm in both cells. The product $L(B-1)$ falls from 1.2 nm to $12/13\approx0.92$ nm, on its way to the limit 0.75 nm.

## A cell shorter than the slab

A cell with $L<d$ cannot hold the slab, and the formulas for $A$ and $B$ then no longer describe averages over a cell. Taken as algebra alone, they can violate the ordering. Put $\varepsilon=2$, $d=3$ and $L=2$ into them. Then $A=1+3/2=5/2$, while $B=1/(1-3/4)=4$, so $B>A$. Here $x=3/2$, and the factor $1-x$ in the expression for $Aq$ has become negative. At $L=d$ the vacuum is gone and $A=B=\varepsilon$.

## The Lean file

```lean
import Mathlib

open Filter MeasureTheory

namespace SlabDielectric

noncomputable section

/-- A quantity that takes the value `a` up to the slab surface at height `d` and the value `b`
above it. -/
def layered (d a b z : ℝ) : ℝ := if z ≤ d then a else b

/-- The average of `f` along the normal over a cell of length `L`, for `L ≠ 0`. -/
def cellAverage (L : ℝ) (f : ℝ → ℝ) : ℝ := (∫ z in (0 : ℝ)..L, f z) / L

/-- The in-plane dielectric constant of a cell of length `L ≠ 0` that holds a slab of
thickness `d` and dielectric constant `ε`. -/
def inPlane (ε d L : ℝ) : ℝ := 1 + (ε - 1) * d / L

/-- The out-of-plane dielectric constant of the same cell, for `ε > 0` and `0 < d < L`. -/
def outOfPlane (ε d L : ℝ) : ℝ := 1 / (1 - (1 - 1 / ε) * d / L)

/-- The cell average of a two-valued profile weights the slab value by the filling
fraction `d / L`, for `0 < d < L`. -/
theorem cellAverage_layered {d L : ℝ} (hd : 0 < d) (hL : d < L) (a b : ℝ) :
    cellAverage L (layered d a b) = b + (a - b) * d / L := by
  have hL0 : L ≠ 0 := (hd.trans hL).ne'
  have e1 : Set.EqOn (fun _ : ℝ => a) (layered d a b) (Set.Ioc 0 d) := by
    intro z hz
    simp only [layered, if_pos hz.2]
  have e2 : Set.EqOn (fun _ : ℝ => b) (layered d a b) (Set.Ioc d L) := by
    intro z hz
    simp only [layered, if_neg (not_le.mpr hz.1)]
  have i1 : IntervalIntegrable (layered d a b) volume 0 d :=
    (intervalIntegrable_iff_integrableOn_Ioc_of_le hd.le).mpr
      (IntegrableOn.congr_fun (continuous_const.intervalIntegrable 0 d).1 e1 measurableSet_Ioc)
  have i2 : IntervalIntegrable (layered d a b) volume d L :=
    (intervalIntegrable_iff_integrableOn_Ioc_of_le hL.le).mpr
      (IntegrableOn.congr_fun (continuous_const.intervalIntegrable d L).1 e2 measurableSet_Ioc)
  have v1 : ∫ z in (0 : ℝ)..d, layered d a b z = d * a := by
    rw [intervalIntegral.integral_of_le hd.le, ← setIntegral_congr_fun measurableSet_Ioc e1,
      ← intervalIntegral.integral_of_le hd.le, intervalIntegral.integral_const, smul_eq_mul,
      sub_zero]
  have v2 : ∫ z in d..L, layered d a b z = (L - d) * b := by
    rw [intervalIntegral.integral_of_le hL.le, ← setIntegral_congr_fun measurableSet_Ioc e2,
      ← intervalIntegral.integral_of_le hL.le, intervalIntegral.integral_const, smul_eq_mul]
  -- split the cell at the slab surface
  unfold cellAverage
  rw [← intervalIntegral.integral_add_adjacent_intervals i1 i2, v1, v2, div_eq_iff hL0,
    add_mul, div_mul_cancel₀ _ hL0]
  ring

/-- The denominator of the out-of-plane constant is positive when `ε > 0` and the slab is
thinner than the cell. -/
theorem denominator_pos {ε d L : ℝ} (hε : 0 < ε) (hd : 0 < d) (hL : d < L) :
    0 < 1 - (1 - 1 / ε) * d / L := by
  have hx : 0 < d / L := div_pos hd (hd.trans hL)
  have hx1 : d / L < 1 := (div_lt_one (hd.trans hL)).mpr hL
  have hu : 0 < 1 / ε := one_div_pos.mpr hε
  rw [mul_div_assoc]
  nlinarith [mul_pos hu hx]

/-- If the electric field is uniform across the cell, as for a field parallel to the slab, the
averaged displacement is the in-plane constant times the averaged field, for `0 < d < L` and a
displacement equal at each height to the field times `ε` in the slab and times 1 above it. -/
theorem average_inPlane {ε d L E₀ : ℝ} {E D : ℝ → ℝ} (hd : 0 < d) (hL : d < L)
    (hE : ∀ z, E z = E₀) (hD : ∀ z, D z = layered d ε 1 z * E z) :
    cellAverage L D = inPlane ε d L * cellAverage L E := by
  have hE' : E = layered d E₀ E₀ := by
    funext z
    simp only [layered, ite_self, hE]
  have hD' : D = layered d (ε * E₀) E₀ := by
    funext z
    rw [hD, hE]
    by_cases hz : z ≤ d
    · simp only [layered, if_pos hz]
    · simp only [layered, if_neg hz, one_mul]
  rw [hD', hE', cellAverage_layered hd hL, cellAverage_layered hd hL]
  unfold inPlane
  ring

/-- If the displacement is uniform across the cell, as for a field normal to the slab, the averaged
displacement is the out-of-plane constant times the averaged field, for a displacement equal at each
height to the field times `ε` in the slab and times 1 above it, with `ε > 0` and `0 < d < L`. -/
theorem average_outOfPlane {ε d L D₀ : ℝ} {E D : ℝ → ℝ} (hε : 0 < ε) (hd : 0 < d) (hL : d < L)
    (hD₀ : ∀ z, D z = D₀) (hD : ∀ z, D z = layered d ε 1 z * E z) :
    cellAverage L D = outOfPlane ε d L * cellAverage L E := by
  have hD' : D = layered d D₀ D₀ := by
    funext z
    simp only [layered, ite_self, hD₀]
  -- the field is `D₀ / ε` in the slab and `D₀` above it
  have hE' : E = layered d (D₀ / ε) D₀ := by
    funext z
    have h := hD z
    rw [hD₀] at h
    by_cases hz : z ≤ d
    · simp only [layered, if_pos hz] at h ⊢
      rw [eq_div_iff hε.ne']
      linarith
    · simp only [layered, if_neg hz] at h ⊢
      linarith
  have hB : outOfPlane ε d L * (1 - (1 - 1 / ε) * d / L) = 1 :=
    one_div_mul_cancel (denominator_pos hε hd hL).ne'
  rw [hD', hE', cellAverage_layered hd hL, cellAverage_layered hd hL]
  linear_combination (-D₀) * hB

/-- For a slab with `ε > 1` that is thinner than the cell, the out-of-plane constant lies
strictly between 1 and the in-plane constant. -/
theorem one_lt_outOfPlane_lt_inPlane {ε d L : ℝ} (hε : 1 < ε) (hd : 0 < d) (hL : d < L) :
    1 < outOfPlane ε d L ∧ outOfPlane ε d L < inPlane ε d L := by
  have hε0 : 0 < ε := by linarith
  have hden := denominator_pos hε0 hd hL
  have hx : 0 < d / L := div_pos hd (hd.trans hL)
  have hx1 : 0 < 1 - d / L := sub_pos.mpr ((div_lt_one (hd.trans hL)).mpr hL)
  have hu : 0 < 1 - 1 / ε := sub_pos.mpr ((div_lt_one hε0).mpr hε)
  have hεu : ε * (1 / ε) = 1 := mul_one_div_cancel hε0.ne'
  unfold outOfPlane inPlane
  constructor
  · rw [lt_div_iff₀ hden, one_mul, mul_div_assoc]
    linarith [mul_pos hu hx]
  · rw [div_lt_iff₀ hden]
    -- the excess over 1 is a product of positive factors
    have key : (1 + (ε - 1) * d / L) * (1 - (1 - 1 / ε) * d / L)
        = 1 + (ε - 1) * (1 - 1 / ε) * (d / L * (1 - d / L)) := by
      linear_combination (d / L) * hεu
    rw [key]
    linarith [mul_pos (mul_pos (sub_pos.mpr hε) hu) (mul_pos hx hx1)]

/-- For a slab with `ε > 1` and thickness `d > 0`, the cell constants satisfy
`1 < out-of-plane < in-plane` at every cell length `L > d`, and both tend to 1 as the cell
length grows. -/
theorem slab_constants {ε d : ℝ} (hε : 1 < ε) (hd : 0 < d) :
    (∀ L, d < L → 1 < outOfPlane ε d L ∧ outOfPlane ε d L < inPlane ε d L) ∧
      Tendsto (inPlane ε d) atTop (nhds 1) ∧ Tendsto (outOfPlane ε d) atTop (nhds 1) := by
  have hA : Tendsto (inPlane ε d) atTop (nhds 1) := by
    have h : Tendsto (fun L : ℝ => (ε - 1) * d / L) atTop (nhds 0) :=
      tendsto_const_nhds.div_atTop tendsto_id
    have h' := h.const_add 1
    rw [add_zero] at h'
    exact h'
  refine ⟨fun L hL => one_lt_outOfPlane_lt_inPlane hε hd hL, hA, ?_⟩
  -- the out-of-plane constant is squeezed between 1 and the in-plane constant
  refine tendsto_of_tendsto_of_tendsto_of_le_of_le' tendsto_const_nhds hA ?_ ?_
  · filter_upwards [eventually_gt_atTop d] with L hL
    exact (one_lt_outOfPlane_lt_inPlane hε hd hL).1.le
  · filter_upwards [eventually_gt_atTop d] with L hL
    exact (one_lt_outOfPlane_lt_inPlane hε hd hL).2.le

/-- The in-plane excess over 1, multiplied by the cell length `L ≠ 0`, is `(ε - 1) d`. -/
theorem inPlane_excess {ε d L : ℝ} (hL : L ≠ 0) :
    L * (inPlane ε d L - 1) = (ε - 1) * d := by
  unfold inPlane
  rw [add_sub_cancel_left, mul_comm, div_mul_cancel₀ _ hL]

/-- For `ε > 1` and `d > 0`, the out-of-plane excess over 1, multiplied by the cell length,
tends to `(1 - 1/ε) d` as the cell length grows. -/
theorem outOfPlane_excess {ε d : ℝ} (hε : 1 < ε) (hd : 0 < d) :
    Tendsto (fun L => L * (outOfPlane ε d L - 1)) atTop (nhds ((1 - 1 / ε) * d)) := by
  have h := (slab_constants hε hd).2.2.const_mul ((1 - 1 / ε) * d)
  rw [mul_one] at h
  refine h.congr' ?_
  filter_upwards [eventually_gt_atTop d] with L hL
  have hB : outOfPlane ε d L * (1 - (1 - 1 / ε) * d / L) = 1 :=
    one_div_mul_cancel (denominator_pos (by linarith) hd hL).ne'
  have hq : (1 - 1 / ε) * d / L * L = (1 - 1 / ε) * d :=
    div_mul_cancel₀ _ (hd.trans hL).ne'
  linear_combination (-L) * hB - outOfPlane ε d L * hq

end

end SlabDielectric
```

```lean
#print axioms SlabDielectric.average_outOfPlane
-- 'SlabDielectric.average_outOfPlane' depends on axioms: [propext, Classical.choice, Quot.sound]
#print axioms SlabDielectric.slab_constants
-- 'SlabDielectric.slab_constants' depends on axioms: [propext, Classical.choice, Quot.sound]
#print axioms SlabDielectric.inPlane_excess
-- 'SlabDielectric.inPlane_excess' depends on axioms: [propext, Classical.choice, Quot.sound]
#print axioms SlabDielectric.outOfPlane_excess
-- 'SlabDielectric.outOfPlane_excess' depends on axioms: [propext, Classical.choice, Quot.sound]
```

## How the lemmas carry the argument

`cellAverage_layered` is the average of the step profile. The facts `e1` and `e2` say that the profile agrees with a constant on each of the intervals $(0,d]$ and $(d,L]$. Integrability on each part (`i1`, `i2`) and the two values $da$ and $(L-d)b$ (`v1`, `v2`) follow from this agreement. The lemma `intervalIntegral.integral_add_adjacent_intervals` then joins the parts at the surface, and `ring` finishes the algebra.

`denominator_pos` is the positivity of $q$. The tactic `nlinarith` receives the product $(1/\varepsilon)(d/L)>0$ and combines it with $d/L<1$, which is the splitting $q=(1-x)+x/\varepsilon$.

The two averaging theorems first rewrite both fields as step profiles; a uniform field is one with equal values in slab and vacuum, such as `layered d E₀ E₀`. In the out-of-plane case the field has to be solved for from $D_0=\varepsilon(z)E(z)$, and the case split on `z ≤ d` yields $D_0/\varepsilon$ in the slab and $D_0$ above it. After that, `cellAverage_layered` evaluates both averages. The in-plane identity is closed by `ring`, and the out-of-plane one by `linear_combination` from `hB`, which is $Bq=1$.

In `one_lt_outOfPlane_lt_inPlane`, each inequality is multiplied through by the positive denominator. The first becomes $q<1$. The second becomes $1<Aq$, and `key` is the product formula derived above. Its proof needs only $\varepsilon\cdot(1/\varepsilon)=1$, supplied as `hεu`. The closing `linarith` is given the positive product of the four factors.

`slab_constants` collects the ordering and the limits. The limit of $A$ comes from a constant divided by a growing $L$. The limit of $B$ uses the squeeze theorem, with `filter_upwards` restricting attention to $L>d$, where the ordering holds.

`inPlane_excess` cancels $L$. `outOfPlane_excess` starts from the limit of $(1-1/\varepsilon)d\cdot B$, which is known because $B\to1$, and then shows that this expression equals $L(B-1)$ for all $L>d$. That equality is the identity $B-1=B(1-q)$ multiplied by $L$, and `linear_combination` assembles it from $Bq=1$ and the cancellation of $L$ in `hq`.
